# The Wigner function of a wavefunction confined to an interval vanishes at positions outside it, but can be nonzero in gaps within it

Take a wavefunction on the line that equals $1/\sqrt2$ on the two slabs $[-2,-1]$ and $[1,2]$ and zero elsewhere, with positions measured in some fixed unit of length. It vanishes throughout $|x|<1$. Its Wigner function at the origin of phase space is nevertheless

$$W(0,0)=\frac1{\pi\hbar}\int\overline{\psi(y)}\,\psi(-y)\,dy=\frac1{\pi\hbar}\cdot\frac12\cdot(1+1)=\frac1{\pi\hbar}.$$

Points $y$ near $0$ contribute nothing to the integral, because $\psi$ vanishes there. The nonzero contribution, called the ghost term below, pairs each point $y$ of one slab with its mirror image $-y$ in the other, and the origin is the midpoint of every such pair.

## Vanishing outside an interval

For a wavefunction $\psi:\mathbb R\to\mathbb C$, position $q$ and momentum $p$, the convention is

$$W(q,p)=\frac1{\pi\hbar}\int\overline{\psi(q+y)}\,\psi(q-y)\,e^{2ipy/\hbar}\,dy .$$

If $\psi$ vanishes outside $[a,b]$, then $W(q,p)=0$ for every $q$ outside $[a,b]$ and every $p$. If $\psi$ is continuous and square-integrable, the converse holds too.

## Choosing the position grid

A code that tabulates the Wigner function of a pure state of one particle in one dimension can restrict $q$ to an interval that contains the support of $\psi$. It should not skip a grid position merely because $\psi$ vanishes there, since that would delete the ghost term between the slabs. A safe test for skipping $q$ is that no two points where $\psi$ is nonzero, equal or distinct, have $q$ as their midpoint.

## Midpoints, Fourier inversion and fringes

**Support.** Suppose the integrand is nonzero for some $y$. Then $\psi$ is nonzero at both $q+y$ and $q-y$, whose midpoint is $q$. If both points lie in $[a,b]$, adding the inequalities $a\le q\pm y\le b$ and halving gives $a\le q\le b$. For $q$ outside $[a,b]$ the integrand is therefore zero for all $y$, and $W(q,p)=0$ for all $p$.

**Converse.** Fix $q$, let $W(q,p)=0$ for all $p$, and set $f(y)=\overline{\psi(q+y)}\,\psi(q-y)$. This function is continuous, and it is integrable because it is a product of two square-integrable functions. Its Fourier transform is

$$\int f(y)\,e^{-2\pi iwy}\,dy=\pi\hbar\,W(q,-\pi\hbar w)=0\quad\text{for all }w .$$

Fourier inversion gives $f=0$ everywhere. At $y=0$ this reads $|\psi(q)|^2=0$, so $\psi(q)=0$. Applying this at every $q$ outside $[a,b]$ gives the converse.

**Fringes.** For the two-slab state at $q=0$ and $p=\hbar k$, the product of the two amplitudes is $\tfrac12$ on both slabs. For $k\neq0$,

$$\pi\hbar\,W(0,\hbar k)=\frac12\left(\int_{-2}^{-1}e^{2iky}\,dy+\int_1^2e^{2iky}\,dy\right)=\int_1^2\cos(2ky)\,dy=\frac{\sin4k-\sin2k}{2k}.$$

At $k=0$ the integrals give $1$, the value found at the start. The norm is $\tfrac12\cdot1+\tfrac12\cdot1=1$.

**A numerical value.** At $k=\pi/4$ the formula gives

$$\pi\hbar\,W(0,\hbar\pi/4)=\frac{\sin\pi-\sin(\pi/2)}{\pi/2}=-\frac2\pi\approx-0.637,$$

so $W\approx-0.203/\hbar$. A numerical Wigner transform can be compared with this value and with $1/(\pi\hbar)$ at $k=0$.

## The Lean file

```lean
import Mathlib

open MeasureTheory Set
open scoped Real ComplexConjugate FourierTransform

namespace WignerSupport

noncomputable section

/-- The Wigner function of a wavefunction `ψ` on the line, at position `q` and momentum `p`. -/
def wigner (ħ : ℝ) (ψ : ℝ → ℂ) (q p : ℝ) : ℂ :=
  ((1 / (π * ħ) : ℝ) : ℂ) *
    ∫ y : ℝ, conj (ψ (q + y)) * ψ (q - y) * Complex.exp (((2 * p * y / ħ : ℝ) : ℂ) * Complex.I)

/-- The two-slab state: amplitude `1/√2` on `[-2,-1]` and on `[1,2]`, zero elsewhere. -/
def twoSlab (x : ℝ) : ℂ :=
  if 1 ≤ |x| ∧ |x| ≤ 2 then ((1 / √2 : ℝ) : ℂ) else 0

/-- If no two points where `ψ` is nonzero, equal or distinct, have midpoint `q`, the Wigner function
vanishes at `q` for every momentum. -/
theorem wigner_eq_zero_of_not_midpoint (ħ : ℝ) {ψ : ℝ → ℂ} {q : ℝ}
    (h : ∀ x y, ψ x ≠ 0 → ψ y ≠ 0 → x + y ≠ 2 * q) (p : ℝ) : wigner ħ ψ q p = 0 := by
  -- the correlation of the two mirror points vanishes identically
  have h0 : ∀ y, conj (ψ (q + y)) * ψ (q - y) = 0 := by
    intro y
    by_cases h1 : ψ (q + y) = 0
    · rw [h1, map_zero, zero_mul]
    · by_cases h2 : ψ (q - y) = 0
      · rw [h2, mul_zero]
      · exact absurd (by ring) (h _ _ h1 h2)
  unfold wigner
  simp only [h0, zero_mul, integral_zero, mul_zero]

/-- If `ψ` vanishes outside `[a,b]`, its Wigner function vanishes for every `q` outside
`[a,b]` and every momentum `p`. -/
theorem wigner_eq_zero_of_support (ħ : ℝ) {ψ : ℝ → ℂ} {a b : ℝ}
    (hψ : ∀ x, x ∉ Icc a b → ψ x = 0) {q : ℝ} (hq : q ∉ Icc a b) (p : ℝ) :
    wigner ħ ψ q p = 0 := by
  apply wigner_eq_zero_of_not_midpoint
  intro x y hx hy hxy
  have hx' : x ∈ Icc a b := by_contra fun h => hx (hψ x h)
  have hy' : y ∈ Icc a b := by_contra fun h => hy (hψ y h)
  -- an interval contains the midpoint of any two of its points
  exact hq ⟨by linarith [hx'.1, hy'.1], by linarith [hx'.2, hy'.2]⟩

/-- For a continuous square-integrable `ψ`, if the Wigner function vanishes at `q` for all
momenta, then `ψ` vanishes at `q`. -/
theorem eq_zero_of_wigner_eq_zero {ħ : ℝ} (hħ : 0 < ħ) {ψ : ℝ → ℂ} (hc : Continuous ψ)
    (h2 : MemLp ψ 2 volume) {q : ℝ} (hW : ∀ p, wigner ħ ψ q p = 0) : ψ q = 0 := by
  let f : ℝ → ℂ := fun y => conj (ψ (q + y)) * ψ (q - y)
  have hfc : Continuous f :=
    (Complex.continuous_conj.comp (hc.comp (continuous_const.add continuous_id))).mul
      (hc.comp (continuous_const.sub continuous_id))
  have hp : MemLp (fun y => ψ (q + y)) 2 volume :=
    h2.comp_measurePreserving (measurePreserving_add_left volume q)
  have hm : MemLp (fun y => ψ (q - y)) 2 volume :=
    h2.comp_measurePreserving (Measure.measurePreserving_sub_left volume q)
  have hfi : Integrable f :=
    (hp.integrable_mul hm).mono hfc.aestronglyMeasurable
      (Filter.Eventually.of_forall fun y => by simp [f])
  -- the Wigner function at fixed `q` is a rescaled Fourier transform of `f`
  have hF : (𝓕 f : ℝ → ℂ) = fun _ => 0 := by
    funext w
    have h := hW (-(π * ħ * w))
    unfold wigner at h
    have hne : ((1 / (π * ħ) : ℝ) : ℂ) ≠ 0 :=
      Complex.ofReal_ne_zero.2 (by positivity)
    have h' := (mul_eq_zero.1 h).resolve_left hne
    rw [Real.fourier_real_eq_integral_exp_smul, ← h']
    congr 1
    funext y
    have e : 2 * (-(π * ħ * w)) * y / ħ = -2 * π * y * w := by
      field_simp
    rw [e, smul_eq_mul, mul_comm]
  -- Fourier inversion, evaluated at zero separation
  have hinv := hfc.fourierInv_fourier_eq hfi (by rw [hF]; exact integrable_zero _ _ _)
  have h0 : f 0 = 0 := by
    rw [← hinv, hF]
    simp [Real.fourierInv_eq']
  simpa [f] using h0

/-- A continuous square-integrable `ψ` vanishes outside `[a,b]` exactly when its Wigner
function vanishes for all positions outside `[a,b]` and all momenta. -/
theorem support_iff_wigner_support {ħ : ℝ} (hħ : 0 < ħ) {ψ : ℝ → ℂ} (hc : Continuous ψ)
    (h2 : MemLp ψ 2 volume) (a b : ℝ) :
    (∀ x, x ∉ Icc a b → ψ x = 0) ↔ ∀ q, q ∉ Icc a b → ∀ p, wigner ħ ψ q p = 0 :=
  ⟨fun h _ hq p => wigner_eq_zero_of_support ħ h hq p,
    fun h q hq => eq_zero_of_wigner_eq_zero hħ hc h2 (h q hq)⟩

/-- The integral of a continuous function over `1 ≤ |y| ≤ 2` is the sum of its integrals over
`[-2,-1]` and `[1,2]`. -/
theorem integral_slabs {E : Type*} [NormedAddCommGroup E] [NormedSpace ℝ E]
    (g : ℝ → E) (hg : Continuous g) :
    ∫ y : ℝ, (if 1 ≤ |y| ∧ |y| ≤ 2 then g y else 0) =
      (∫ y in (-2 : ℝ)..(-1), g y) + ∫ y in (1 : ℝ)..2, g y := by
  have h : (fun y : ℝ => if 1 ≤ |y| ∧ |y| ≤ 2 then g y else 0) =
      (Icc (-2 : ℝ) (-1) ∪ Icc 1 2).indicator g := by
    funext y
    have hy : (1 ≤ |y| ∧ |y| ≤ 2) ↔ y ∈ Icc (-2 : ℝ) (-1) ∪ Icc 1 2 := by
      simp only [mem_union, mem_Icc, le_abs, abs_le]
      constructor
      · rintro ⟨h | h, h1, h2⟩
        · exact Or.inr ⟨h, h2⟩
        · exact Or.inl ⟨h1, by linarith⟩
      · rintro (⟨h1, h2⟩ | ⟨h1, h2⟩)
        · exact ⟨Or.inr (by linarith), h1, by linarith⟩
        · exact ⟨Or.inl h1, by linarith, h2⟩
    by_cases hm : y ∈ Icc (-2 : ℝ) (-1) ∪ Icc 1 2
    · rw [indicator_of_mem hm, if_pos (hy.2 hm)]
    · rw [indicator_of_notMem hm, if_neg (fun h => hm (hy.1 h))]
  have hd : Disjoint (Icc (-2 : ℝ) (-1)) (Icc 1 2) :=
    disjoint_left.2 fun y h1 h2 => by linarith [h1.2, h2.1]
  rw [h, integral_indicator (measurableSet_Icc.union measurableSet_Icc),
    setIntegral_union hd measurableSet_Icc hg.continuousOn.integrableOn_Icc
      hg.continuousOn.integrableOn_Icc,
    integral_Icc_eq_integral_Ioc, integral_Icc_eq_integral_Ioc,
    intervalIntegral.integral_of_le (by norm_num), intervalIntegral.integral_of_le (by norm_num)]

/-- Midway between the slabs, at momentum `ħk`, the Wigner function of the two-slab state is half
the sum of the plane-wave integrals over the two slabs, in units of `1/(πħ)`. -/
theorem wigner_twoSlab_centre {ħ : ℝ} (hħ : 0 < ħ) (k : ℝ) :
    (π : ℂ) * ħ * wigner ħ twoSlab 0 (ħ * k) =
      1 / 2 * ((∫ y in (-2 : ℝ)..(-1), Complex.exp (2 * k * Complex.I * y)) +
        ∫ y in (1 : ℝ)..2, Complex.exp (2 * k * Complex.I * y)) := by
  have hs : 1 / √2 * (1 / √2) = (1 / 2 : ℝ) := by
    rw [div_mul_div_comm, Real.mul_self_sqrt (by norm_num), one_mul]
  have hint : ∀ y : ℝ, conj (twoSlab (0 + y)) * twoSlab (0 - y) *
      Complex.exp (((2 * (ħ * k) * y / ħ : ℝ) : ℂ) * Complex.I) =
      if 1 ≤ |y| ∧ |y| ≤ 2 then (1 / 2 : ℂ) * Complex.exp (2 * k * Complex.I * y) else 0 := by
    intro y
    have e : ((2 * (ħ * k) * y / ħ : ℝ) : ℂ) * Complex.I = 2 * k * Complex.I * y := by
      have e' : 2 * (ħ * k) * y / ħ = 2 * k * y := by field_simp
      rw [e']
      push_cast
      ring
    rw [e, zero_add, zero_sub]
    unfold twoSlab
    rw [abs_neg]
    split_ifs
    · rw [Complex.conj_ofReal, ← Complex.ofReal_mul, hs]
      simp only [Complex.ofReal_div, Complex.ofReal_one, Complex.ofReal_ofNat]
    · simp
  have hn : (π : ℂ) * ħ * ((1 / (π * ħ) : ℝ) : ℂ) = 1 := by
    rw [← Complex.ofReal_mul, ← Complex.ofReal_mul, mul_one_div_cancel (by positivity),
      Complex.ofReal_one]
  unfold wigner
  simp only [hint]
  rw [integral_slabs (fun y : ℝ => (1 / 2 : ℂ) * Complex.exp (2 * k * Complex.I * y))
    (by fun_prop), intervalIntegral.integral_const_mul, intervalIntegral.integral_const_mul,
    ← mul_assoc, hn]
  ring

/-- The two-slab state is normalised and vanishes for `|x| < 1`, yet its Wigner function at
the phase-space origin equals `1/(πħ)`. -/
theorem twoSlab_ghost {ħ : ℝ} (hħ : 0 < ħ) :
    (∫ x, ‖twoSlab x‖ ^ 2 = 1) ∧ (∀ x, |x| < 1 → twoSlab x = 0) ∧
      (π : ℂ) * ħ * wigner ħ twoSlab 0 0 = 1 := by
  refine ⟨?_, fun x hx => if_neg fun h => not_le_of_gt hx h.1, ?_⟩
  · have h : ∀ x, ‖twoSlab x‖ ^ 2 = if 1 ≤ |x| ∧ |x| ≤ 2 then (1 / 2 : ℝ) else 0 := by
      intro x
      unfold twoSlab
      split_ifs
      · rw [Complex.norm_real, Real.norm_eq_abs, sq_abs, div_pow, Real.sq_sqrt (by norm_num),
          one_pow]
      · simp
    simp only [h]
    rw [integral_slabs (fun _ => (1 / 2 : ℝ)) continuous_const]
    norm_num
  · have h := wigner_twoSlab_centre hħ 0
    rw [mul_zero] at h
    rw [h]
    norm_num

/-- Midway between the slabs the Wigner function of the two-slab state oscillates with the
momentum `ħk` as `(sin 4k - sin 2k)/(2k)`, in units of `1/(πħ)`. -/
theorem twoSlab_fringes {ħ : ℝ} (hħ : 0 < ħ) {k : ℝ} (hk : k ≠ 0) :
    (π : ℂ) * ħ * wigner ħ twoSlab 0 (ħ * k) =
      (((Real.sin (4 * k) - Real.sin (2 * k)) / (2 * k) : ℝ) : ℂ) := by
  have hk' : (k : ℂ) ≠ 0 := Complex.ofReal_ne_zero.2 hk
  have h2k : 2 * (k : ℂ) ≠ 0 := mul_ne_zero two_ne_zero hk'
  have hc : 2 * (k : ℂ) * Complex.I ≠ 0 := mul_ne_zero h2k Complex.I_ne_zero
  have e1 : 2 * (k : ℂ) * Complex.I * ((-1 : ℝ) : ℂ) = -(2 * k) * Complex.I := by
    push_cast; ring
  have e2 : 2 * (k : ℂ) * Complex.I * ((-2 : ℝ) : ℂ) = -(4 * k) * Complex.I := by
    push_cast; ring
  have e3 : 2 * (k : ℂ) * Complex.I * ((1 : ℝ) : ℂ) = 2 * k * Complex.I := by
    push_cast; ring
  have e4 : 2 * (k : ℂ) * Complex.I * ((2 : ℝ) : ℂ) = 4 * k * Complex.I := by
    push_cast; ring
  have hd : ∀ z : ℂ, z / (2 * k * Complex.I) = -(z * Complex.I) / (2 * k) := by
    intro z
    rw [div_eq_div_iff hc h2k]
    linear_combination 2 * k * z * Complex.I_sq
  -- integrate the plane waves and collect the exponentials into sines
  rw [wigner_twoSlab_centre hħ, integral_exp_mul_complex hc, integral_exp_mul_complex hc,
    e1, e2, e3, e4, hd, hd]
  push_cast
  simp only [Complex.sin]
  ring

end

end WignerSupport
```

```lean
#print axioms WignerSupport.support_iff_wigner_support
#print axioms WignerSupport.twoSlab_ghost
#print axioms WignerSupport.twoSlab_fringes
```

```
'WignerSupport.support_iff_wigner_support' depends on axioms: [propext, Classical.choice, Quot.sound]
'WignerSupport.twoSlab_ghost' depends on axioms: [propext, Classical.choice, Quot.sound]
'WignerSupport.twoSlab_fringes' depends on axioms: [propext, Classical.choice, Quot.sound]
```

## How the Lean statements read

`wigner ħ ψ q p` is the integral above, with values in the complex numbers; that it is real is not among the theorems. `Icc a b` is the closed interval $[a,b]$, and `twoSlab` is the two-slab state.

`wigner_eq_zero_of_support` assumes only that $\psi$ vanishes outside the interval. It needs neither continuity nor normalisation, and it holds for any real `ħ`, because the integrand is identically zero.

`support_iff_wigner_support` adds three hypotheses: `0 < ħ`, continuity, and `MemLp ψ 2 volume`, which says that the total probability is finite. Continuity makes the value of $\psi$ at a single point meaningful: changing $\psi$ at one point leaves every such integral unchanged. The two-slab state jumps at the slab edges, so this equivalence does not cover it, but `wigner_eq_zero_of_support` does.

`twoSlab_ghost` states together that the state is normalised, that it vanishes for $|x|<1$, and that $\pi\hbar\,W(0,0)=1$. `twoSlab_fringes` gives the momentum dependence for $k\ne0$.

## How the Lean proofs follow the derivation

`wigner_eq_zero_of_not_midpoint` carries the midpoint argument. Its two `by_cases` steps ask whether each factor of the integrand vanishes; if neither does, the hypothesis is contradicted. The support theorem then needs only the averaged inequalities, which `linarith` supplies.

In `eq_zero_of_wigner_eq_zero`, `hfi` is the integrability of $f$, and `hF` is the vanishing of its Fourier transform, obtained by inserting $p=-\pi\hbar w$. The inversion theorem is `fourierInv_fourier_eq`, and `h0` is its evaluation at $y=0$.

For the slabs, `integral_slabs` turns the condition $1\le|y|\le2$ into two disjoint intervals and splits the integral. `wigner_twoSlab_centre` uses it to obtain the sum of plane-wave integrals. The ghost value is the case $k=0$; for the fringes, the exponentials are integrated and collected into sines.

## Exact zeros on the infinite line

The support theorem concerns exact zeros. It gives no error bound for a wavefunction with small tails that are cut off at $a$ and $b$, and none for a quadrature rule that replaces the integral. Nor does it carry over unchanged to a periodic grid, where a midpoint of two points can also lie on the far side of the ring.

The equivalence concerns an enclosing interval. At a single position only one direction holds: if $W(q,p)=0$ for all $p$, then a continuous square-integrable $\psi$ vanishes at $q$, but $\psi$ can vanish at a position in a gap where $W$ does not. Mixed states, several particles and time evolution are not treated.
